# In a two-state model with coupling Lq and diagonal slopes equal at q = 0, one eighth of the squared gap's curvature there is L² only for degenerate states or equal quadratic coefficients

Take two electronic states and one vibrational displacement q. Suppose first that the states don't interact. The upper one has energy 1 + q² and the lower one has energy 0, in suitable units:

H(q) = [ 1 + q², 0 ; 0, 0 ]

The eigenvalues are 1 + q² and 0. Now take a second model in which the upper diagonal energy is flat, the lower one rises as q², and an off-diagonal element q couples them:

H′(q) = [ 1, q ; q, q² ]

Its trace is 1 + q² and its determinant is 1·q² − q·q = 0, so its eigenvalues are again 1 + q² and 0. The gap between the states is g(q) = 1 + q² in both models, and

g(q)² = 1 + 2q² + q⁴

has second derivative 4 at q = 0. A common rule of thumb for a linear coupling Lq reads L² as one eighth of this second derivative. Here it returns 1/2. The true values are L² = 0 in the first model and L² = 1 in the second, so the rule is wrong for both. Two effects shape the gap: coupling between the states, which widens it, and a difference in the curvature of their diagonal energies, which widens it in the first model and narrows it in the second. The second derivative adds the two contributions, each with its sign.

## The curvature formula and the exact condition for the rule

The model studied here contains both examples. It has a common potential v(q), state energies E₁ and E₂, quadratic coefficients a and b, and a coupling constant L, all real:

H(q) = [ v(q) + E₁ + a q², L q ; L q, v(q) + E₂ + b q² ]

Let g(q) be the distance between its two eigenvalues. The claim is that, for any real function v, the second derivative of g² at q = 0 is

(g²)″(0) = 8L² + 4(E₁ − E₂)(a − b).

Consequently L² = (g²)″(0)/8 holds exactly when E₁ = E₂ or a = b. If the states are separated at q = 0, it holds exactly when a = b.

To derive this, call the diagonal elements A and B, the off-diagonal element C, and the eigenvalues λ₀ and λ₁. The trace and the determinant give

λ₀ + λ₁ = A + B
λ₀ λ₁ = AB − C².

The squared gap follows without solving for the eigenvalues:

g² = (λ₀ − λ₁)²
 = (λ₀ + λ₁)² − 4λ₀λ₁
 = (A + B)² − 4AB + 4C²
 = (A − B)² + 4C².

In A − B the common potential cancels. With A − B = E₁ − E₂ + (a − b)q² and C = Lq,

g(q)² = (E₁ − E₂ + (a − b)q²)² + 4L²q².

This is a polynomial in q whatever v may be, so v needs to be neither differentiable nor continuous. Differentiating once gives

(g²)′(q) = 2(E₁ − E₂ + (a − b)q²)·2(a − b)q + 8L²q
 = [8L² + 4(E₁ − E₂)(a − b)] q + 4(a − b)² q³.

Differentiating again and setting q = 0 removes the cubic term and leaves the bracket, which is the stated formula. Dividing by 8,

(g²)″(0)/8 = L² + (E₁ − E₂)(a − b)/2.

The rule is correct exactly when the last term vanishes, and a product of real numbers vanishes exactly when one factor does.

The sign of that term has a direct reading. If the state that lies higher at q = 0 also has the larger quadratic coefficient, the diagonal energies move apart and the rule overestimates L². If it has the smaller one, they initially approach each other and the rule underestimates L². The second derivative is negative when

2L² < (E₂ − E₁)(a − b),

and the rule then asks for a negative L², which no real coupling can supply. A non-negative result is no certificate that the rule applies, as the opening example shows.

## Two couplings behind one gap curve

The opening pair of models belongs to a family. Exchange a and b, and replace L by a new real coupling L′. The new squared gap is

(E₁ − E₂ − (a − b)q²)² + 4L′²q².

The constant and quartic terms agree with those of the old one. Equating the quadratic terms gives

2(E₁ − E₂)(a − b) + 4L² = −2(E₁ − E₂)(a − b) + 4L′²,

that is,

L′² = L² + (E₁ − E₂)(a − b).

Under this condition the squared gaps agree at every q, and so do the gaps, since neither is negative. If the right-hand side is negative, no real L′ exists and the exchange cannot preserve the gap. When it can, and E₁ ≠ E₂ and a ≠ b, the two models have different values of L², so even the complete gap curve leaves L² undetermined unless something else is known about a and b.

This bears on fitting vibronic coupling constants to computed adiabatic energies: in a two-state model with one coordinate and the form above, the gap yields L² by the one-eighth rule only if the states are degenerate at the reference geometry or have equal quadratic coefficients.

## The vibronic matrix in Lean

The development opens with the import of Mathlib and a namespace.

```lean
import Mathlib

namespace VibronicGapCurvature

noncomputable section
```

The Hamiltonian is an explicit real 2×2 matrix. Its argument `v : ℝ → ℝ` is an arbitrary function, with no hypothesis attached. The numbers `E₁` and `E₂` are the state energies at the reference geometry, measured from v(0). The numbers `a` and `b` are the quadratic coefficients of the diagonal energies beyond the common potential. Since they multiply q² without a factor 1/2, each contributes twice its value to a force constant. The number `L` is the slope of the off-diagonal element.

```lean
/-- The two-state vibronic Hamiltonian at displacement `q`: common potential `v`, state energies
`E₁`, `E₂`, quadratic coefficients `a`, `b`, and linear off-diagonal coupling `L * q`. -/
def hamiltonian (v : ℝ → ℝ) (E₁ E₂ a b L q : ℝ) : Matrix (Fin 2) (Fin 2) ℝ :=
  !![v q + E₁ + a * q ^ 2, L * q; L * q, v q + E₂ + b * q ^ 2]
```

The form of the matrix carries the physical assumptions. The diagonal elements differ by a constant and a q² term only. Odd powers are excluded by symmetry for a coordinate whose reversal changes the sign of the coupling but leaves the diagonal energies alone; higher even powers in the difference are neglected. A difference between the linear slopes of the two states, higher powers of q in the coupling, further electronic states and further coordinates are all absent. In particular, the quadratic off-diagonal coupling typical of a Renner–Teller problem is not represented. The displacement q is a parameter, and there is no nuclear kinetic energy.

The matrix is symmetric, which for real entries is the same as Hermitian. Lean needs this as a theorem because Mathlib's real eigenvalues are attached to a proof of hermiticity. The proof checks the four entries one by one.

```lean
/-- The vibronic Hamiltonian is Hermitian at every displacement. -/
theorem hamiltonian_isHermitian (v : ℝ → ℝ) (E₁ E₂ a b L q : ℝ) :
    (hamiltonian v E₁ E₂ a b L q).IsHermitian := by
  refine Matrix.IsHermitian.ext fun i j => ?_
  fin_cases i <;> fin_cases j <;> simp [hamiltonian]
```

## The gap from the spectral theorem

The gap is defined through the eigenvalues themselves, without postulating a square-root formula. Mathlib numbers the two eigenvalues `0` and `1`, corresponding to λ₀ and λ₁ above. The absolute value makes their order irrelevant and ensures that the gap is never negative.

```lean
/-- The adiabatic gap: the distance between the two eigenvalues of the vibronic Hamiltonian. -/
def gap (v : ℝ → ℝ) (E₁ E₂ a b L q : ℝ) : ℝ :=
  |(hamiltonian_isHermitian v E₁ E₂ a b L q).eigenvalues 0 -
    (hamiltonian_isHermitian v E₁ E₂ a b L q).eigenvalues 1|
```

The next theorem is the closed form of g². Inside the proof, `ht` states that the trace equals the sum of the eigenvalues, and `hd` states that the determinant equals their product. Both come from general Mathlib theorems specialised to two dimensions. After `sq_abs` has removed the absolute value under the square, `linear_combination` carries out the elimination done by hand: a multiple of the trace identity exchanges (λ₀ + λ₁)² for (A + B)², and four times the determinant identity exchanges the products. The cancellation of `v q` is part of the same algebraic check.

```lean
/-- The squared gap is the squared difference of the diagonal energies plus four times the
squared coupling element; the common potential drops out. -/
theorem gap_sq (v : ℝ → ℝ) (E₁ E₂ a b L q : ℝ) :
    gap v E₁ E₂ a b L q ^ 2 =
      (E₁ - E₂ + (a - b) * q ^ 2) ^ 2 + 4 * L ^ 2 * q ^ 2 := by
  have hH := hamiltonian_isHermitian v E₁ E₂ a b L q
  -- the trace is the sum of the eigenvalues
  have ht : (v q + E₁ + a * q ^ 2) + (v q + E₂ + b * q ^ 2) =
      hH.eigenvalues 0 + hH.eigenvalues 1 := by
    have h := hH.trace_eq_sum_eigenvalues
    rw [Matrix.trace_fin_two, Fin.sum_univ_two] at h
    exact h
  -- the determinant is their product
  have hd : (v q + E₁ + a * q ^ 2) * (v q + E₂ + b * q ^ 2) - (L * q) * (L * q) =
      hH.eigenvalues 0 * hH.eigenvalues 1 := by
    have h := hH.det_eq_prod_eigenvalues
    rw [Matrix.det_fin_two, Fin.prod_univ_two] at h
    exact h
  unfold gap
  rw [sq_abs]
  linear_combination
    (-((v q + E₁ + a * q ^ 2) + (v q + E₂ + b * q ^ 2) +
      hH.eigenvalues 0 + hH.eigenvalues 1)) * ht + 4 * hd
```

## Differentiating twice

The statement `HasDerivAt f d q` says that f is differentiable at q with derivative d. The first derivative is needed at every displacement, because the second derivative is obtained by differentiating that function. The proof rewrites the squared gap as its polynomial, applies the power, sum and constant-factor rules, and lets `ring` bring the result to the form with one linear and one cubic term.

```lean
/-- The slope of the squared gap at any displacement `q`, for an arbitrary common potential. -/
theorem hasDerivAt_gap_sq (v : ℝ → ℝ) (E₁ E₂ a b L q : ℝ) :
    HasDerivAt (fun x => gap v E₁ E₂ a b L x ^ 2)
      ((8 * L ^ 2 + 4 * (E₁ - E₂) * (a - b)) * q + 4 * (a - b) ^ 2 * q ^ 3) q := by
  simp only [gap_sq]
  have h := ((((hasDerivAt_pow 2 q).const_mul (a - b)).const_add (E₁ - E₂)).fun_pow 2).fun_add
    ((hasDerivAt_pow 2 q).const_mul (4 * L ^ 2))
  refine h.congr_deriv ?_
  have e : (2 : ℕ) - 1 = 1 := rfl
  simp only [e, pow_one, Nat.cast_ofNat]
  ring
```

The curvature formula is likewise stated with `HasDerivAt`, now for the function `deriv fun x => gap v E₁ E₂ a b L x ^ 2` at the point 0. This is stronger than an equation for `deriv` alone, since Lean's `deriv` returns 0 where a function has no derivative. The intermediate statement `hfun` identifies the first derivative with the polynomial found above, as an equality of functions. Differentiating that polynomial at 0 leaves only the coefficient of its linear term.

It matters that the squared gap is differentiated and not the gap. For E₁ = E₂ and L ≠ 0, the gap behaves as 2|L||q| near the origin and has a corner there, while its square is smooth.

```lean
/-- The second derivative of the squared gap at the reference geometry `q = 0` is
`8 L² + 4 (E₁ - E₂) (a - b)`, for an arbitrary common potential. -/
theorem second_derivative_gap_sq (v : ℝ → ℝ) (E₁ E₂ a b L : ℝ) :
    HasDerivAt (deriv fun x => gap v E₁ E₂ a b L x ^ 2)
      (8 * L ^ 2 + 4 * (E₁ - E₂) * (a - b)) 0 := by
  have hfun : (deriv fun x => gap v E₁ E₂ a b L x ^ 2) = fun q =>
      (8 * L ^ 2 + 4 * (E₁ - E₂) * (a - b)) * q + 4 * (a - b) ^ 2 * q ^ 3 :=
    funext fun q => (hasDerivAt_gap_sq v E₁ E₂ a b L q).deriv
  rw [hfun]
  have h := ((hasDerivAt_id' (0 : ℝ)).const_mul
    (8 * L ^ 2 + 4 * (E₁ - E₂) * (a - b))).fun_add
    ((hasDerivAt_pow 3 (0 : ℝ)).const_mul (4 * (a - b) ^ 2))
  refine h.congr_deriv ?_
  have e : (3 : ℕ) - 1 = 2 := rfl
  simp only [e, Nat.cast_ofNat]
  ring
```

## When the one-eighth rule holds

The equivalence is stated for all real parameters, including L = 0. In the forward direction the assumed rule, multiplied by −2, becomes (E₁ − E₂)(a − b) = 0, and `mul_eq_zero` splits this into the two cases. In the reverse direction either equality is substituted and `ring` finishes the calculation.

```lean
/-- The squared coupling is one eighth of the second derivative of the squared gap at `q = 0`
exactly when the state energies coincide or the quadratic coefficients coincide. -/
theorem one_eighth_rule_iff (v : ℝ → ℝ) (E₁ E₂ a b L : ℝ) :
    L ^ 2 = deriv (deriv fun x => gap v E₁ E₂ a b L x ^ 2) 0 / 8 ↔ E₁ = E₂ ∨ a = b := by
  rw [(second_derivative_gap_sq v E₁ E₂ a b L).deriv]
  constructor
  · intro h
    have h0 : (E₁ - E₂) * (a - b) = 0 := by linear_combination (-2) * h
    rcases mul_eq_zero.mp h0 with h1 | h1
    · exact Or.inl (sub_eq_zero.mp h1)
    · exact Or.inr (sub_eq_zero.mp h1)
  · rintro (rfl | rfl) <;> ring
```

For separated states the hypothesis `hE : E₁ ≠ E₂` rules out the first alternative. It stands for a nonzero electronic gap at the reference geometry, the pseudo-Jahn–Teller situation. What remains is the condition `a = b`, meaning that the two diagonal energies differ by a constant along q. The common potential may still have any shape.

```lean
/-- For two states of different energy at `q = 0`, the one-eighth rule for the squared coupling
holds exactly when their quadratic coefficients are equal. -/
theorem one_eighth_rule_of_ne (v : ℝ → ℝ) {E₁ E₂ : ℝ} (a b L : ℝ) (hE : E₁ ≠ E₂) :
    L ^ 2 = deriv (deriv fun x => gap v E₁ E₂ a b L x ^ 2) 0 / 8 ↔ a = b :=
  (one_eighth_rule_iff v E₁ E₂ a b L).trans (or_iff_right hE)
```

The sign criterion comes from the same formula. Dividing 8L² + 4(E₁ − E₂)(a − b) < 0 by 4 and moving the second term to the right gives the inequality in the statement, and `nlinarith` supplies this rearrangement in both directions. For L = 0, E₁ = 1, E₂ = 0, a = 0 and b = 1, for instance, the squared gap is (1 − q²)², its second derivative at 0 is −4, and the rule returns −1/2.

```lean
/-- The second derivative of the squared gap at `q = 0` is negative exactly when
`2 L² < (E₂ - E₁) (a - b)`. -/
theorem second_derivative_neg_iff (v : ℝ → ℝ) (E₁ E₂ a b L : ℝ) :
    deriv (deriv fun x => gap v E₁ E₂ a b L x ^ 2) 0 < 0 ↔
      2 * L ^ 2 < (E₂ - E₁) * (a - b) := by
  rw [(second_derivative_gap_sq v E₁ E₂ a b L).deriv]
  constructor <;> intro h <;> nlinarith [h]
```

## Exchanging the quadratic coefficients

The theorem on equal gaps compares `gap v E₁ E₂ a b L q` with `gap w E₁ E₂ b a L' q`. The order of `a` and `b` is reversed in the second expression, and the common potential may be a different function `w`, since neither potential affects a gap. The quantifier `∀ q` means that the entire curves agree, not merely their expansions near the origin.

In the forward direction the proof uses a single displacement, q = 1. There the closed forms of the two squared gaps already force the relation between L′² and L². In the reverse direction the relation makes the squared gaps equal at each q, and `sq_eq_sq₀` passes from squares to the gaps themselves because both are non-negative. Only the square of L′ is fixed, so its sign remains free.

```lean
/-- Exchanging the quadratic coefficients of the two states and replacing the coupling `L` by `L'`
leaves the gap unchanged at every displacement exactly when
`L'² = L² + (E₁ - E₂) (a - b)`. -/
theorem same_gap_iff (v w : ℝ → ℝ) (E₁ E₂ a b L L' : ℝ) :
    (∀ q, gap v E₁ E₂ a b L q = gap w E₁ E₂ b a L' q) ↔
      L' ^ 2 = L ^ 2 + (E₁ - E₂) * (a - b) := by
  constructor
  · intro h
    -- a single displacement, q = 1, already fixes the new coupling
    have h1 : gap v E₁ E₂ a b L 1 ^ 2 = gap w E₁ E₂ b a L' 1 ^ 2 := by rw [h 1]
    rw [gap_sq, gap_sq] at h1
    linear_combination (-1 / 4) * h1
  · intro h q
    have hv : 0 ≤ gap v E₁ E₂ a b L q := abs_nonneg _
    have hw : 0 ≤ gap w E₁ E₂ b a L' q := abs_nonneg _
    refine (sq_eq_sq₀ hv hw).1 ?_
    rw [gap_sq, gap_sq]
    linear_combination (-4 * q ^ 2) * h
```

The final theorem returns to the opening pair. Its first model has E₁ = 1, E₂ = 0, a = 1, b = 0 and L = 0; the second has a = 0, b = 1 and L′ = 1 with the same state energies. The required relation reads 1² = 0² + (1 − 0)(1 − 0), which `norm_num` confirms. The two gaps then agree at every displacement for any choice of common potentials, although one model is uncoupled and the other is not.

```lean
/-- An uncoupled model (`L = 0`) and a coupled one (`L = 1`), with the same state energies `1`, `0`
and exchanged quadratic coefficients `1`, `0`, have the same gap at every displacement. -/
theorem uncoupled_and_coupled_same_gap (v w : ℝ → ℝ) (q : ℝ) :
    gap v 1 0 1 0 0 q = gap w 1 0 0 1 1 q :=
  (same_gap_iff v w 1 0 1 0 0 1).2 (by norm_num) q

end

end VibronicGapCurvature
```

```lean
#print axioms VibronicGapCurvature.one_eighth_rule_of_ne
#print axioms VibronicGapCurvature.second_derivative_neg_iff
#print axioms VibronicGapCurvature.uncoupled_and_coupled_same_gap
```

```
'VibronicGapCurvature.one_eighth_rule_of_ne' depends on axioms: [propext, Classical.choice, Quot.sound]
'VibronicGapCurvature.second_derivative_neg_iff' depends on axioms: [propext, Classical.choice, Quot.sound]
'VibronicGapCurvature.uncoupled_and_coupled_same_gap' depends on axioms: [propext, Classical.choice, Quot.sound]
```
